# In a coupled two-state Dirac model, the electronic level is strictly convex in a potential that acts unequally on the two components

Couple one electronic state to one negative-energy state, and let a potential of strength v move them in opposite directions:

H(v) = [[1 + v, 1], [1, −1 − v]]

E₋(v) = −√((1 + v)² + 1), E₊(v) = +√((1 + v)² + 1)

At v = −2, −1, 0 the upper level takes the values √2, 1, √2. The middle value lies below the average of the outer two, whereas a concave function would have it at or above that average. The lower level takes the values −√2, −1, −√2 and bends the other way.

This matters for density functional theory because Lieb's formulation uses the concavity of the ground-state energy in the external potential. That concavity comes from minimising over all states. A relativistic electronic level has negative-energy states beneath it, so it is not such a minimum. The theorems below determine the curvature of both levels for a non-interacting two-state model along a one-parameter family of potentials. They construct no density functional.

## The Hamiltonian and its levels

Take two orthonormal basis functions, one for the large and one for the small component of a Dirac spinor, in units with c = 1. The rest energy is m, and p is the kinetic coupling between the two functions. An electrostatic potential acts as the same function of position on both components, but its averages over the two basis functions generally differ. Call these averages v and av. The real number a is therefore the ratio of the potential's effects on the small and large components, held fixed while v varies:

H(v) = [[m + v, p], [p, −m + av]]

The opening example has m = p = 1 and a = −1, which corresponds to a potential that adds to the mass. In the Lean definition all four parameters are arbitrary real numbers, so the sign of m is not restricted.

```lean
import Mathlib

open Matrix

namespace RelativisticLevelCurvature

noncomputable section

/-- The two-component model Hamiltonian with mass `m`, coupling `p`, and a potential that acts
with strength `v` on the upper component and `a * v` on the lower one. -/
def hamiltonian (m p a v : ℝ) : Matrix (Fin 2) (Fin 2) ℝ :=
  !![m + v, p; p, -m + a * v]
```

An energy level is a number E for which H(v)x = Ex has a nonzero solution x. In `IsLevel` the vector is real and need not be normalised; `*ᵥ` is the product of a matrix with a vector.

```lean
/-- `E` is an energy level at potential `v`: the Hamiltonian has a nonzero eigenvector
with eigenvalue `E`. -/
def IsLevel (m p a v E : ℝ) : Prop :=
  ∃ x : Fin 2 → ℝ, x ≠ 0 ∧ hamiltonian m p a v *ᵥ x = E • x
```

The secular equation is

(m + v − E)(−m + av − E) − p² = 0

The sum of the diagonal entries is (1 + a)v and their difference is

d(v) = 2m + (1 − a)v

The quadratic formula then gives

g(v) = √(d(v)² + 4p²)

E₋(v) = ((1 + a)v − g(v))/2

E₊(v) = ((1 + a)v + g(v))/2

In Lean, g, E₋ and E₊ are called `gap`, `lower` and `upper`. "Electronic" here means the upper of the two levels. In a strongly attractive potential with d(v) < 0, its eigenvector has more weight on the small component.

```lean
/-- The square-root expression for the distance between the two levels. -/
def gap (m p a v : ℝ) : ℝ := Real.sqrt ((2 * m + (1 - a) * v) ^ 2 + 4 * p ^ 2)

/-- The closed formula for the lower level. -/
def lower (m p a v : ℝ) : ℝ := ((1 + a) * v - gap m p a v) / 2

/-- The closed formula for the upper, electronic level. -/
def upper (m p a v : ℝ) : ℝ := ((1 + a) * v + gap m p a v) / 2
```

The radicand is a sum of squares, so squaring g returns it. If p ≠ 0 the radicand is positive, and the levels stay apart at every v.

```lean
/-- The square of the gap is the discriminant of the characteristic polynomial. -/
theorem gap_sq (m p a v : ℝ) :
    gap m p a v ^ 2 = (2 * m + (1 - a) * v) ^ 2 + 4 * p ^ 2 :=
  Real.sq_sqrt (by positivity)

/-- For nonzero coupling the gap is positive at every potential: the levels never cross. -/
theorem gap_pos {p : ℝ} (hp : p ≠ 0) (m a v : ℝ) : 0 < gap m p a v :=
  Real.sqrt_pos.2 (by positivity)
```

To check the roots, multiply out (E − E₋)(E − E₊). The linear term is −(1 + a)vE, and the constant term is

((1 + a)²v² − g²)/4 = (m + v)(−m + av) − p²

This is the secular polynomial. `linear_combination` performs the same comparison, with the formula for g² as its only input.

```lean
/-- The characteristic polynomial factors into the two closed formulas for the levels. -/
theorem secular_factor (m p a v E : ℝ) :
    (m + v - E) * (-m + a * v - E) - p ^ 2 = (E - lower m p a v) * (E - upper m p a v) := by
  unfold lower upper
  linear_combination gap_sq m p a v / 4
```

It remains to connect the polynomial with eigenvectors. Write x₀ and x₁ for the components of x, numbered as in Lean. The eigenvalue equations are

(m + v − E)x₀ + p x₁ = 0

p x₀ + (−m + av − E)x₁ = 0

Multiply the first by (−m + av − E), the second by p, and subtract. The result is the secular determinant times x₀, and it equals zero. Eliminating x₀ in the same way gives the determinant times x₁. Since x is nonzero, the determinant must vanish, so E is E₋ or E₊.

Conversely, for either root take

x = (p, E − m − v)

This vector is nonzero because p ≠ 0. It satisfies the first row identically and the second by the secular equation. Dividing it by √(p² + (E − m − v)²) gives the normalised state.

```lean
/-- For nonzero coupling the energy levels are exactly the two values given by the
closed formulas. -/
theorem isLevel_iff {m p a v E : ℝ} (hp : p ≠ 0) :
    IsLevel m p a v E ↔ E = lower m p a v ∨ E = upper m p a v := by
  constructor
  · rintro ⟨x, hx, h⟩
    have h0 : (m + v) * x 0 + p * x 1 = E * x 0 := by
      simpa [hamiltonian, Matrix.mulVec, dotProduct, Fin.sum_univ_two] using congrFun h 0
    have h1 : p * x 0 + (-m + a * v) * x 1 = E * x 1 := by
      simpa [hamiltonian, Matrix.mulVec, dotProduct, Fin.sum_univ_two] using congrFun h 1
    -- a nonzero eigenvector forces the secular determinant to vanish
    have hdet : (m + v - E) * (-m + a * v - E) - p ^ 2 = 0 := by
      by_contra hd
      apply hx
      ext i
      fin_cases i
      · have h2 : ((m + v - E) * (-m + a * v - E) - p ^ 2) * x 0 = 0 := by
          linear_combination (-m + a * v - E) * h0 - p * h1
        exact (mul_eq_zero.1 h2).resolve_left hd
      · have h2 : ((m + v - E) * (-m + a * v - E) - p ^ 2) * x 1 = 0 := by
          linear_combination (m + v - E) * h1 - p * h0
        exact (mul_eq_zero.1 h2).resolve_left hd
    rw [secular_factor] at hdet
    exact (mul_eq_zero.1 hdet).imp sub_eq_zero.1 sub_eq_zero.1
  · intro h
    have hdet : (m + v - E) * (-m + a * v - E) - p ^ 2 = 0 := by
      rw [secular_factor]
      rcases h with h | h <;> simp [h]
    refine ⟨![p, E - m - v], fun h0 => hp (by simpa using congrFun h0 0), ?_⟩
    ext i
    fin_cases i
    · simp [hamiltonian, Matrix.mulVec, dotProduct, Fin.sum_univ_two]
      ring
    · simp [hamiltonian, Matrix.mulVec, dotProduct, Fin.sum_univ_two]
      linear_combination -hdet
```

## The variational bound on the lower level

For a normalised state the expectation value of H(v) is a linear function of v plus a constant. The lowest level is the minimum of these functions over all states, and a minimum of such functions is concave. This is the mechanism behind the concavity of a ground-state energy.

The bound itself follows by completing a square. Set

α = m + v − E₋ = (d + g)/2, β = −m + av − E₋

For p ≠ 0 we have |d| < g, so α is positive, and the secular equation gives αβ = p². Therefore

α(αx₀² + 2p x₀x₁ + βx₁²) = (αx₀ + p x₁)² ≥ 0

Dividing by α shows that the expectation value of H − E₋ is never negative. The Lean statement holds for vectors of any length, which is why x·x multiplies the level on the left. For x·x = 1 it says that the energy expectation value is at least E₋.

```lean
/-- For nonzero coupling the lower level obeys the variational principle: it bounds the
energy expectation value of every real state from below. -/
theorem lower_le_rayleigh {p : ℝ} (hp : p ≠ 0) (m a v : ℝ) (x : Fin 2 → ℝ) :
    lower m p a v * (x ⬝ᵥ x) ≤ x ⬝ᵥ (hamiltonian m p a v *ᵥ x) := by
  have hα : 0 < m + v - lower m p a v := by
    have h : |2 * m + (1 - a) * v| < gap m p a v := by
      apply abs_lt_of_sq_lt_sq _ (gap_pos hp m a v).le
      rw [gap_sq]
      have : 0 < 4 * p ^ 2 := by positivity
      linarith
    have h' := (abs_lt.1 h).1
    unfold lower
    linarith
  have hdet := secular_factor m p a v (lower m p a v)
  rw [sub_self, zero_mul] at hdet
  -- complete the square in the shifted quadratic form
  have key : (m + v - lower m p a v) * ((m + v - lower m p a v) * x 0 ^ 2
      + 2 * p * x 0 * x 1 + (-m + a * v - lower m p a v) * x 1 ^ 2)
      = ((m + v - lower m p a v) * x 0 + p * x 1) ^ 2 := by
    linear_combination x 1 ^ 2 * hdet
  have hQ := (mul_nonneg_iff_of_pos_left hα).1 (key ▸ sq_nonneg _)
  simp only [hamiltonian, Matrix.mulVec, dotProduct, Fin.sum_univ_two, Matrix.of_apply,
    Matrix.cons_val_zero, Matrix.cons_val_one]
  nlinarith [hQ]
```

The upper level is not a lower bound on the expectation values of all states, because the state belonging to E₋ has a smaller one. The curvature proof uses the gap instead, which treats both levels at once.

## Strict convexity of the gap

The gap g(v) is the length of the plane vector (d(v), 2p). From here on x and y denote two different values of the potential. Write A = d(x) and B = d(y). Then

g(x)²g(y)² − (AB + 4p²)² = 4p²(A − B)² = 4p²(1 − a)²(x − y)²

The right side is positive when p ≠ 0 and a ≠ 1, so

AB + 4p² < g(x)g(y)

This is the strict Cauchy–Schwarz inequality for two vectors that are not parallel. Now take weights s, t > 0 with s + t = 1. Since d(sx + ty) = sA + tB,

(s g(x) + t g(y))² − g(sx + ty)² = 2st(g(x)g(y) − AB − 4p²) > 0

Both lengths are non-negative, and hence

g(sx + ty) < s g(x) + t g(y)

In the Lean proof `hAB` is the Cauchy–Schwarz step, `hu` is the formula for d(sx + ty), and `e` is the last identity between squares.

```lean
/-- The gap is a strictly convex function of the potential if the coupling is nonzero and the
potential acts differently on the two components. -/
theorem strictConvexOn_gap {p a : ℝ} (hp : p ≠ 0) (ha : a ≠ 1) (m : ℝ) :
    StrictConvexOn ℝ Set.univ (gap m p a) := by
  refine ⟨convex_univ, fun x _ y _ hxy s t hs ht hst => ?_⟩
  simp only [smul_eq_mul]
  have hx := gap_sq m p a x
  have hy := gap_sq m p a y
  have gx := gap_pos hp m a x
  have gy := gap_pos hp m a y
  have h1 : 1 - a ≠ 0 := sub_ne_zero.2 ha.symm
  have h2 : x - y ≠ 0 := sub_ne_zero.2 hxy
  -- strict Cauchy-Schwarz inequality for two non-parallel vectors in the plane
  have hAB : (2 * m + (1 - a) * x) * (2 * m + (1 - a) * y) + 4 * p ^ 2
      < gap m p a x * gap m p a y := by
    apply lt_of_pow_lt_pow_left₀ 2 (mul_pos gx gy).le
    rw [mul_pow, hx, hy]
    have : 0 < 4 * p ^ 2 * ((1 - a) * (x - y)) ^ 2 := by positivity
    linarith
  apply lt_of_pow_lt_pow_left₀ 2 (by positivity)
  have hu : 2 * m + (1 - a) * (s * x + t * y)
      = s * (2 * m + (1 - a) * x) + t * (2 * m + (1 - a) * y) := by
    linear_combination (-2 * m) * hst
  rw [gap_sq, hu]
  have hpos := mul_pos (mul_pos hs ht) (sub_pos.2 hAB)
  have e : (s * gap m p a x + t * gap m p a y) ^ 2
      - ((s * (2 * m + (1 - a) * x) + t * (2 * m + (1 - a) * y)) ^ 2 + 4 * p ^ 2)
      = 2 * (s * t * (gap m p a x * gap m p a y
        - ((2 * m + (1 - a) * x) * (2 * m + (1 - a) * y) + 4 * p ^ 2))) := by
    linear_combination s ^ 2 * hx + t ^ 2 * hy + 4 * p ^ 2 * (s + t + 1) * hst
  linarith
```

Both passages from squares to the quantities themselves use the Mathlib lemma `lt_of_pow_lt_pow_left₀`. With exponent 2 it says that u² < w² implies u < w, provided that w ≥ 0. It asks nothing about the sign of u. That suits the Cauchy–Schwarz step, where AB + 4p² can be negative if A and B have opposite signs: no separate case is needed. The lemma also reduces convexity to polynomial identities, so no derivative of the square root is taken.

## Opposite curvature of the two levels

Each level is the linear function (1 + a)v/2 with half the gap subtracted or added. Subtracting a strictly convex function gives strict concavity, and adding one preserves strict convexity:

E₋(sx + ty) > s E₋(x) + t E₋(y)

E₊(sx + ty) < s E₊(x) + t E₊(y)

With s = t = 1/2, the second inequality contradicts concavity on any interval [x, y] with x < y. The failure therefore also occurs in arbitrarily small intervals around v = 0 and does not depend on strong potentials.

The theorem does not mention the closed formulas. It takes any functions `El` and `Eu` whose values are levels at every v, with `El v < Eu v`. The ordering and `isLevel_iff` identify them with E₋ and E₊, which is the step called `key`. `StrictConcaveOn ℝ Set.univ` means strict concavity on the whole real line, and `Set.Icc x y` is the closed interval.

```lean
/-- Let the coupling be nonzero and `a ≠ 1`, and let `El v < Eu v` be the two levels at each
potential `v`. Then `El` is strictly concave, `Eu` is strictly convex, and `Eu` is concave on
no interval of positive length. -/
theorem level_curvature {m p a : ℝ} (hp : p ≠ 0) (ha : a ≠ 1) {El Eu : ℝ → ℝ}
    (hl : ∀ v, IsLevel m p a v (El v)) (hu : ∀ v, IsLevel m p a v (Eu v))
    (hlt : ∀ v, El v < Eu v) :
    StrictConcaveOn ℝ Set.univ El ∧ StrictConvexOn ℝ Set.univ Eu ∧
      ∀ x y, x < y → ¬ ConcaveOn ℝ (Set.Icc x y) Eu := by
  -- the ordering identifies the two functions with the closed formulas
  have key : ∀ v, El v = lower m p a v ∧ Eu v = upper m p a v := by
    intro v
    have h := hlt v
    have g : lower m p a v < upper m p a v := by
      have := gap_pos hp m a v
      unfold lower upper
      linarith
    rcases (isLevel_iff hp).1 (hl v) with h1 | h1 <;>
      rcases (isLevel_iff hp).1 (hu v) with h2 | h2 <;> constructor <;> linarith
  have hconv : StrictConvexOn ℝ Set.univ Eu := by
    refine ⟨convex_univ, fun x hx y hy hxy s t hs ht hst => ?_⟩
    have h := (strictConvexOn_gap hp ha m).2 hx hy hxy hs ht hst
    simp only [smul_eq_mul, (key _).2, upper] at h ⊢
    linarith
  refine ⟨⟨convex_univ, fun x hx y hy hxy s t hs ht hst => ?_⟩, hconv, fun x y hxy hc => ?_⟩
  · have h := (strictConvexOn_gap hp ha m).2 hx hy hxy hs ht hst
    simp only [smul_eq_mul, (key _).1, lower] at h ⊢
    linarith
  · -- the midpoint of the interval already violates concavity
    have hs : (0 : ℝ) < 1 / 2 := by norm_num
    have hst : (1 / 2 : ℝ) + 1 / 2 = 1 := by norm_num
    have h1 := hconv.2 (Set.mem_univ x) (Set.mem_univ y) hxy.ne hs hs hst
    have h2 := hc.2 (Set.left_mem_Icc.2 hxy.le) (Set.right_mem_Icc.2 hxy.le) hs.le hs.le hst
    exact not_lt_of_ge h2 h1
```

## Equal action on both components

If a = 1, the potential adds v times the unit matrix. Then d = 2m is constant, g = 2√(m² + p²), and

E₋(v) = v − √(m² + p²), E₊(v) = v + √(m² + p²)

Both functions are straight lines, so strict curvature is lost and the upper level is concave as well as convex. The curvature comes from the difference between the potential's actions on the two components.

```lean
/-- If the potential acts equally on both components (`a = 1`), both levels are shifted
rigidly by `v` from the values `±√(m² + p²)`. -/
theorem levels_of_equal_coupling (m p v : ℝ) :
    lower m p 1 v = v - Real.sqrt (m ^ 2 + p ^ 2) ∧
      upper m p 1 v = v + Real.sqrt (m ^ 2 + p ^ 2) := by
  have hg : gap m p 1 v = 2 * Real.sqrt (m ^ 2 + p ^ 2) := by
    have h : (2 * m + (1 - 1) * v) ^ 2 + 4 * p ^ 2 = (2 * Real.sqrt (m ^ 2 + p ^ 2)) ^ 2 := by
      rw [mul_pow, Real.sq_sqrt (by positivity)]
      ring
    rw [gap, h, Real.sqrt_sq (by positivity)]
  constructor
  · rw [lower, hg]
    ring
  · rw [upper, hg]
    ring

end

end RelativisticLevelCurvature
```

```lean
#print axioms RelativisticLevelCurvature.lower_le_rayleigh
#print axioms RelativisticLevelCurvature.strictConvexOn_gap
#print axioms RelativisticLevelCurvature.level_curvature
#print axioms RelativisticLevelCurvature.levels_of_equal_coupling
```

```
'RelativisticLevelCurvature.lower_le_rayleigh' depends on axioms: [propext, Classical.choice, Quot.sound]
'RelativisticLevelCurvature.strictConvexOn_gap' depends on axioms: [propext, Classical.choice, Quot.sound]
'RelativisticLevelCurvature.level_curvature' depends on axioms: [propext, Classical.choice, Quot.sound]
'RelativisticLevelCurvature.levels_of_equal_coupling' depends on axioms: [propext, Classical.choice, Quot.sound]
```

## Negative-energy states in a Dirac–Kohn–Sham calculation

A four-component Dirac–Kohn–Sham program diagonalises a matrix with large- and small-component blocks. It then occupies orbitals from the positive-energy part of the spectrum and leaves the negative-energy solutions below them empty. In the two-state matrix, this means occupying the second eigenvalue in ascending order.

The curvature appears in second-order response to a change in the potential. For the present matrix, differentiating E₊ twice gives

E₊″(v) = 2p²(1 − a)²/g(v)³

This equals the sum-over-states expression with the negative-energy state as its only term. Its denominator E₊ − E₋ is positive, so the term pushes the electronic level upward. In the opening example at v = −1 the second derivative is 1.

A description of a real atom or molecule includes further states of both positive and negative energy and, for more than one electron, the electron–electron interaction. In the two-state model the electronic level is the top of the spectrum, whereas in a larger basis other electronic states lie above it. For a non-interacting electron whose Hamiltonian is linear in v, those states contribute to the second derivative with the opposite sign, and the net curvature can then have either sign.
